# Diagonal form of a separable potential with nonzero leading overlap minors

## Definitions and conventions

Let \(W\) be a real symmetric matrix on a finite grid or basis, and let \(\varphi_0,\dots,\varphi_{m-1}\) be real vectors on it, called reference states. With \(\langle a,b\rangle=a^Tb\), their overlap matrix through \(W\) is

\[
M_{ij}=\langle\varphi_i,W\varphi_j\rangle .
\]

When \(M\) is invertible, the separable potential built from these states is

\[
V=\sum_{i,j}(M^{-1})_{ij}\,W\varphi_i\,(W\varphi_j)^T .
\]

For \(0\le r\le m\), let \(D_r\) be the determinant of the block of \(M\) belonging to the first \(r\) states, with \(D_0=1\). A matrix \(U\) is unit upper triangular if \(U_{ii}=1\) and \(U_{ij}=0\) for \(j<i\). It defines recombined states

\[
\psi_k=\sum_i U_{ik}\varphi_i ,
\]

so each \(\psi_k\) is \(\varphi_k\) plus a combination of earlier reference states. The \(\psi_k\) are not normalised.

## One coefficient per projector

The potential \(V\) has the same effect as \(W\) on the reference states: \(V\varphi_k=\sum_{i,j}W\varphi_i(M^{-1})_{ij}M_{jk}=W\varphi_k\). Elsewhere it acts only through the \(m\) projectors \(W\varphi_i\), which are coupled by the matrix \(M^{-1}\). In a pseudopotential calculation with a finite, real symmetric \(W\), a diagonal form replaces these projectors by recombined ones with a single coefficient each, without changing the operator.

## The theorem in words

The main theorem, `exists_diagonal_separable_form`, says that if \(D_r\ne0\) for every \(r\le m\), there is a unit upper triangular \(U\) whose recombined states satisfy

\[
\langle\psi_i,W\psi_j\rangle=0\quad(i\ne j),\qquad d_k:=\langle\psi_k,W\psi_k\rangle\ne0,
\]

\[
V=\sum_k\frac{W\psi_k\,(W\psi_k)^T}{d_k}.
\]

The Lean objects correspond to the physics as follows.

- `W : Matrix n n ℝ` is the potential, `n` is any finite index type, and `hW : W.IsSymm` is its symmetry.
- `φ : Fin m → n → ℝ` is the family of reference states, numbered from zero.
- `overlap W φ` is \(M\), `recombine U φ` is the family \(\psi\), and `separablePotential W φ` is \(V\).
- `leadingMinor (overlap W φ) r` is \(D_r\), and `IsUnitUpper U` is the triangularity condition.
- `vecMulVec` forms the outer product of two vectors, and `⬝ᵥ` is the plain dot product. Quadrature weights of a radial grid must therefore be absorbed into the vectors and the matrix.

The condition on the minors is a hypothesis about the chosen states and their order. Physically, it says that for each \(r\) no combination of the first \(r\) states with coefficients that are not all zero has vanishing \(W\) matrix elements with all of those \(r\) states. In particular, the reference states must be linearly independent. The numbers \(d_k\) may have either sign, since \(W\) need not be definite.

The theorem covers real matrices of finite size and projectors that all come from one symmetric \(W\). It does not treat complex Hermitian potentials, the spectrum of the resulting Hamiltonian, or the loss of numerical accuracy when a leading block of \(M\) is ill-conditioned.

## Derivation

**Orthogonalising through \(W\).** For each \(k\), write \(\psi_k=\varphi_k-\sum_{j<k}c^{(k)}_j\varphi_j\) and require

\[
\sum_{j<k}M_{ij}c^{(k)}_j=M_{ik}\qquad(i<k).
\]

This system has a solution because its determinant is \(D_k\ne0\). For \(k=0\) there are no equations, and \(\psi_0=\varphi_0\). The result is \(\langle\varphi_i,W\psi_k\rangle=0\) for all \(i<k\). If \(i<k\), then \(\psi_i\) contains only \(\varphi_0,\dots,\varphi_i\), so \(\langle\psi_i,W\psi_k\rangle=0\) as well. The symmetry of \(W\) gives the same for \(i>k\).

**Nonzero denominators.** The overlap matrix of the new states is \(N=U^TMU\), or

\[
N_{ab}=\sum_{i,j}U_{ia}M_{ij}U_{jb}.
\]

For \(a,b<r\), triangularity restricts the sum to \(i\le a<r\) and \(j\le b<r\). The leading blocks therefore satisfy \(N_{(r)}=U_{(r)}^TM_{(r)}U_{(r)}\). Since \(\det U_{(r)}=1\) and \(N\) is diagonal,

\[
D_r=\prod_{k<r}d_k .
\]

At \(r=m\) the left side is nonzero, so every \(d_k\) is nonzero.

**Invariance of the potential.** Let \(B\) have the columns \(W\varphi_i\), so that \(V=BM^{-1}B^T\). The recombination replaces \(B\) by \(BU\) and \(M\) by \(U^TMU\), which gives

\[
BU\,(U^TMU)^{-1}\,U^TB^T
=BU\,U^{-1}M^{-1}(U^T)^{-1}\,U^TB^T=V .
\]

**Collapse of the double sum.** In the new states the overlap matrix is diagonal with entries \(d_k\), and its inverse is diagonal with entries \(1/d_k\). Only the terms \(i=j\) survive, which is the stated formula.

## Why invertibility of the overlap matrix is too weak for a triangular recombination

The product formula also gives the converse: if a unit upper triangular recombination yields a diagonal overlap matrix with nonzero \(d_k\), then every \(D_r\) is nonzero.

Two basis states coupled only to each other show the difference from mere invertibility. Here

\[
M=\begin{pmatrix}0&1\\1&0\end{pmatrix},\qquad \det M=-1,\qquad D_1=0 .
\]

A unit upper triangular recombination has \(\psi_0=\varphi_0\) and \(\psi_1=\varphi_1+u\varphi_0\), so \(\langle\psi_0,W\psi_1\rangle=M_{01}+uM_{00}=1\) for every \(u\). The obstruction concerns the triangular form: the combinations \(\varphi_0\pm\varphi_1\) do decouple these two states.

## The Lean file

```lean
import Mathlib

open Matrix

namespace DiagonalSeparablePseudopotential

noncomputable section

variable {n : Type*} [Fintype n] {m : ℕ}

/-- The matrix `M i j = ⟨φ i, W φ j⟩` of the potential `W` between the reference states. -/
def overlap (W : Matrix n n ℝ) (φ : Fin m → n → ℝ) : Matrix (Fin m) (Fin m) ℝ :=
  Matrix.of fun i j => φ i ⬝ᵥ (W *ᵥ φ j)

/-- The recombined states `ψ k = ∑ i, U i k φ i`. -/
def recombine (U : Matrix (Fin m) (Fin m) ℝ) (φ : Fin m → n → ℝ) : Fin m → n → ℝ :=
  fun k => ∑ i, U i k • φ i

/-- The separable potential `∑ (M⁻¹) i j  W φ i (W φ j)ᵀ`. -/
def separablePotential (W : Matrix n n ℝ) (φ : Fin m → n → ℝ) : Matrix n n ℝ :=
  ∑ i, ∑ j, (overlap W φ)⁻¹ i j • vecMulVec (W *ᵥ φ i) (W *ᵥ φ j)

/-- The determinant of the block of `M` belonging to the first `r` states. -/
def leadingMinor (M : Matrix (Fin m) (Fin m) ℝ) (r : ℕ) : ℝ :=
  (M.submatrix (Subtype.val : {i : Fin m // i.val < r} → Fin m) Subtype.val).det

/-- Upper triangular with ones on the diagonal: each new state is the old one plus a
combination of earlier ones. -/
def IsUnitUpper (U : Matrix (Fin m) (Fin m) ℝ) : Prop :=
  (∀ i, U i i = 1) ∧ ∀ i j, j < i → U i j = 0

/-- A sum whose terms vanish from the index `r` on is a sum over the first `r` indices. -/
lemma sum_leading (r : ℕ) (f : Fin m → ℝ) (hf : ∀ j : Fin m, r ≤ j.val → f j = 0) :
    ∑ s : {j : Fin m // j.val < r}, f s.val = ∑ j, f j := by
  rw [← Finset.sum_subtype (Finset.univ.filter (fun j : Fin m => j.val < r)) (by simp) f]
  exact Finset.sum_subset (Finset.subset_univ _) (fun j _ hj => hf j (by simpa using hj))

/-- Under a recombination of the states the overlap matrix changes by a congruence. -/
theorem overlap_recombine (W : Matrix n n ℝ) (φ : Fin m → n → ℝ)
    (U : Matrix (Fin m) (Fin m) ℝ) :
    overlap W (recombine U φ) = Uᵀ * overlap W φ * U := by
  have h : ∀ χ : Fin m → n → ℝ, overlap W χ = Matrix.of χ * (W * (Matrix.of χ)ᵀ) :=
    fun χ => by ext i j; rfl
  have hr : Matrix.of (recombine U φ) = Uᵀ * Matrix.of φ := by
    ext k a
    simp [recombine, Matrix.mul_apply, Finset.sum_apply]
  rw [h, h, hr, Matrix.transpose_mul, Matrix.transpose_transpose]
  simp only [Matrix.mul_assoc]

/-- The separable potential is the same for every invertible recombination of the states. -/
theorem separablePotential_recombine (W : Matrix n n ℝ) (φ : Fin m → n → ℝ)
    (U : Matrix (Fin m) (Fin m) ℝ) (hU : IsUnit U.det) :
    separablePotential W (recombine U φ) = separablePotential W φ := by
  have h : ∀ χ : Fin m → n → ℝ, separablePotential W χ =
      (W * (Matrix.of χ)ᵀ) * ((overlap W χ)⁻¹ * (W * (Matrix.of χ)ᵀ)ᵀ) := by
    intro χ
    have hB : ∀ a i, (W * (Matrix.of χ)ᵀ) a i = (W *ᵥ χ i) a := fun _ _ => rfl
    generalize W * (Matrix.of χ)ᵀ = B at hB
    ext a b
    simp only [separablePotential, Matrix.sum_apply, Matrix.smul_apply, vecMulVec_apply,
      Matrix.mul_apply, Matrix.transpose_apply, smul_eq_mul, Finset.mul_sum, hB]
    exact Finset.sum_congr rfl fun i _ => Finset.sum_congr rfl fun j _ => by ring
  have hr : W * (Matrix.of (recombine U φ))ᵀ = W * (Matrix.of φ)ᵀ * U := by
    have : Matrix.of (recombine U φ) = Uᵀ * Matrix.of φ := by
      ext k a
      simp [recombine, Matrix.mul_apply, Finset.sum_apply]
    rw [this, Matrix.transpose_mul, Matrix.transpose_transpose, Matrix.mul_assoc]
  have hUt : IsUnit (Uᵀ).det := by rwa [Matrix.det_transpose]
  rw [h, h, hr, overlap_recombine, Matrix.mul_inv_rev, Matrix.mul_inv_rev,
    Matrix.transpose_mul _ U]
  -- the factors `U U⁻¹` and `(Uᵀ)⁻¹ Uᵀ` cancel
  simp only [Matrix.mul_assoc]
  rw [Matrix.nonsing_inv_mul_cancel_left _ _ hUt, Matrix.mul_nonsing_inv_cancel_left _ _ hU]

/-- An upper triangular matrix with unit diagonal has determinant one. -/
lemma det_unitUpper {ι : Type*} [Fintype ι] [DecidableEq ι] [LinearOrder ι]
    (U : Matrix ι ι ℝ) (h1 : ∀ i, U i i = 1) (h0 : ∀ i j, j < i → U i j = 0) :
    U.det = 1 := by
  rw [Matrix.det_of_isUpperTriangular (fun i j h => h0 i j h)]
  simp [h1]

/-- If a unit upper triangular recombination makes the overlap matrix diagonal, each leading minor
of the original matrix is the product of the first diagonal elements `⟨ψ k, W ψ k⟩`. -/
theorem leadingMinor_eq_prod (W : Matrix n n ℝ) (φ : Fin m → n → ℝ)
    (U : Matrix (Fin m) (Fin m) ℝ) (hU : IsUnitUpper U)
    (ho : ∀ i j, i ≠ j → overlap W (recombine U φ) i j = 0) (r : ℕ) :
    leadingMinor (overlap W φ) r =
      ∏ k : {k : Fin m // k.val < r}, overlap W (recombine U φ) k.val k.val := by
  let e : {i : Fin m // i.val < r} → Fin m := Subtype.val
  -- triangularity lets the congruence act within the leading block
  have hblock : (overlap W (recombine U φ)).submatrix e e =
      (U.submatrix e e)ᵀ * (overlap W φ).submatrix e e * U.submatrix e e := by
    rw [overlap_recombine]
    ext a b
    simp only [Matrix.submatrix_apply, Matrix.mul_apply, Matrix.transpose_apply]
    rw [← sum_leading r (fun j => (∑ i, U i (e a) * overlap W φ i j) * U j (e b))
      (fun j hj => by rw [hU.2 j (e b) (Fin.lt_def.mpr (lt_of_lt_of_le b.2 hj)), mul_zero])]
    refine Finset.sum_congr rfl fun j _ => ?_
    rw [← sum_leading r (fun i => U i (e a) * overlap W φ i j.val)
      (fun i hi => by rw [hU.2 i (e a) (Fin.lt_def.mpr (lt_of_lt_of_le a.2 hi)), zero_mul])]
  have hdiag : (overlap W (recombine U φ)).submatrix e e =
      Matrix.diagonal fun k => overlap W (recombine U φ) (e k) (e k) := by
    ext a b
    by_cases h : a = b
    · subst h; simp
    · rw [Matrix.diagonal_apply_ne _ h]
      exact ho _ _ (fun h' => h (Subtype.ext h'))
  have hdet := congrArg Matrix.det hblock
  rw [hdiag, Matrix.det_diagonal, Matrix.det_mul, Matrix.det_mul, Matrix.det_transpose,
    det_unitUpper (U.submatrix e e) (fun i => hU.1 _) (fun i j h => hU.2 _ _ h),
    one_mul, mul_one] at hdet
  exact hdet.symm

/-- A symmetric matrix with nonzero leading minors is brought to diagonal form by a
unit triangular congruence. -/
theorem exists_triangular_congruence (M : Matrix (Fin m) (Fin m) ℝ) (hs : Mᵀ = M)
    (hM : ∀ r ≤ m, leadingMinor M r ≠ 0) :
    ∃ U : Matrix (Fin m) (Fin m) ℝ, IsUnitUpper U ∧
      ∀ i j, i ≠ j → (Uᵀ * M * U) i j = 0 := by
  -- column `k` solves the linear system of the leading `k × k` block
  have hcol : ∀ k : Fin m, ∃ u : Fin m → ℝ, u k = 1 ∧ (∀ i, k < i → u i = 0) ∧
      ∀ i, i < k → ∑ j, M i j * u j = 0 := by
    intro k
    let e : {i : Fin m // i.val < k.val} → Fin m := Subtype.val
    have hdet : IsUnit (M.submatrix e e).det :=
      isUnit_iff_ne_zero.mpr (hM k.val k.isLt.le)
    obtain ⟨c, hc⟩ : ∃ c : {i : Fin m // i.val < k.val} → ℝ,
        (M.submatrix e e) *ᵥ c = fun s => M (e s) k :=
      ⟨(M.submatrix e e)⁻¹ *ᵥ (fun s => M (e s) k), by
        rw [Matrix.mulVec_mulVec, Matrix.mul_nonsing_inv _ hdet, Matrix.one_mulVec]⟩
    obtain ⟨g, hg, hg0⟩ : ∃ g : Fin m → ℝ,
        (∀ s : {i : Fin m // i.val < k.val}, g s.val = -c s) ∧
        ∀ j : Fin m, k.val ≤ j.val → g j = 0 :=
      ⟨fun j => if h : j.val < k.val then -c ⟨j, h⟩ else 0,
        fun s => dif_pos s.2, fun j hj => dif_neg (not_lt.mpr hj)⟩
    refine ⟨fun j => g j + if j = k then 1 else 0, by simp [hg0 k le_rfl],
      fun i hi => by simp [hg0 i (Fin.le_def.mp hi.le), hi.ne'], fun i hi => ?_⟩
    have h1 : ∑ j, M i j * g j = -M i k := by
      rw [← sum_leading k.val (fun j => M i j * g j) (fun j hj => by rw [hg0 j hj, mul_zero])]
      simp only [hg, mul_neg, Finset.sum_neg_distrib]
      exact congrArg Neg.neg (congrFun hc ⟨i, hi⟩)
    simp [mul_add, Finset.sum_add_distrib, h1]
  choose u hu1 hu0 hu using hcol
  obtain ⟨U, hU⟩ : ∃ U : Matrix (Fin m) (Fin m) ℝ, ∀ i k, U i k = u k i :=
    ⟨fun i k => u k i, fun _ _ => rfl⟩
  simp only [← hU] at hu1 hu0 hu
  have key : ∀ i j, i < j → (Uᵀ * M * U) i j = 0 := by
    intro i j hij
    rw [Matrix.mul_assoc, Matrix.mul_apply]
    refine Finset.sum_eq_zero fun a _ => ?_
    rcases lt_or_ge i a with h | h
    · rw [Matrix.transpose_apply, hu0 i a h, zero_mul]
    · rw [Matrix.mul_apply, hu j a (lt_of_le_of_lt h hij), mul_zero]
  have hsym : (Uᵀ * M * U)ᵀ = Uᵀ * M * U := by
    rw [Matrix.transpose_mul, Matrix.transpose_mul, Matrix.transpose_transpose, hs,
      Matrix.mul_assoc]
  refine ⟨U, ⟨hu1, fun i j h => hu0 j i h⟩, fun i j hij => ?_⟩
  rcases lt_or_gt_of_ne hij with h | h
  · exact key i j h
  · exact (congrFun (congrFun hsym i) j).symm.trans (key j i h)

/-- For states with diagonal overlap matrix and nonzero diagonal elements, the separable
potential is a single sum of one-projector terms. -/
theorem separablePotential_of_diagonal (W : Matrix n n ℝ) (ψ : Fin m → n → ℝ)
    (ho : ∀ i j, i ≠ j → overlap W ψ i j = 0) (hd : ∀ k, overlap W ψ k k ≠ 0) :
    separablePotential W ψ =
      ∑ k, (ψ k ⬝ᵥ (W *ᵥ ψ k))⁻¹ • vecMulVec (W *ᵥ ψ k) (W *ᵥ ψ k) := by
  have hinv : (overlap W ψ)⁻¹ = Matrix.diagonal fun k => (overlap W ψ k k)⁻¹ := by
    apply Matrix.inv_eq_right_inv
    ext i j
    rw [Matrix.mul_diagonal]
    by_cases h : i = j
    · subst h; simp [hd i]
    · simp [ho i j h, h]
  unfold separablePotential
  rw [hinv]
  refine Finset.sum_congr rfl fun i _ => ?_
  rw [Finset.sum_eq_single i (fun j _ hj => by
    rw [Matrix.diagonal_apply_ne _ hj.symm, zero_smul]) (by simp), Matrix.diagonal_apply_eq]
  rfl

/-- For symmetric `W`, the leading minors of `⟨φ i, W φ j⟩` are all nonzero exactly when a unit
upper triangular recombination gives a diagonal overlap matrix with nonzero diagonal elements. -/
theorem minors_ne_zero_iff (W : Matrix n n ℝ) (hW : W.IsSymm) (φ : Fin m → n → ℝ) :
    (∀ r ≤ m, leadingMinor (overlap W φ) r ≠ 0) ↔
      ∃ U, IsUnitUpper U ∧ (∀ i j, i ≠ j → overlap W (recombine U φ) i j = 0) ∧
        ∀ k, overlap W (recombine U φ) k k ≠ 0 := by
  constructor
  · intro hM
    have hs : (overlap W φ)ᵀ = overlap W φ := by
      ext i j
      change φ j ⬝ᵥ (W *ᵥ φ i) = φ i ⬝ᵥ (W *ᵥ φ j)
      rw [Matrix.dotProduct_mulVec, ← Matrix.mulVec_transpose, hW.eq, dotProduct_comm]
    obtain ⟨U, hU, ho⟩ := exists_triangular_congruence _ hs hM
    rw [← overlap_recombine W φ U] at ho
    refine ⟨U, hU, ho, fun k => ?_⟩
    -- the full determinant is the product of all diagonal elements
    have hp := hM m le_rfl
    rw [leadingMinor_eq_prod W φ U hU ho] at hp
    exact Finset.prod_ne_zero_iff.mp hp ⟨k, k.isLt⟩ (Finset.mem_univ _)
  · rintro ⟨U, hU, ho, hd⟩ r _
    rw [leadingMinor_eq_prod W φ U hU ho]
    exact Finset.prod_ne_zero_iff.mpr fun k _ => hd k.val

/-- If `W` is symmetric and all leading minors of `⟨φ i, W φ j⟩` are nonzero, some unit upper
triangular recombination `ψ` has `⟨ψ i, W ψ j⟩ = 0` for `i ≠ j` and turns the separable potential
into the sum of `W ψ k (W ψ k)ᵀ / ⟨ψ k, W ψ k⟩`, with nonzero denominators. -/
theorem exists_diagonal_separable_form (W : Matrix n n ℝ) (hW : W.IsSymm)
    (φ : Fin m → n → ℝ) (hM : ∀ r ≤ m, leadingMinor (overlap W φ) r ≠ 0) :
    ∃ U, IsUnitUpper U ∧ ∃ ψ, ψ = recombine U φ ∧
      (∀ i j, i ≠ j → ψ i ⬝ᵥ (W *ᵥ ψ j) = 0) ∧ (∀ k, ψ k ⬝ᵥ (W *ᵥ ψ k) ≠ 0) ∧
      separablePotential W φ =
        ∑ k, (ψ k ⬝ᵥ (W *ᵥ ψ k))⁻¹ • vecMulVec (W *ᵥ ψ k) (W *ᵥ ψ k) := by
  obtain ⟨U, hU, ho, hd⟩ := (minors_ne_zero_iff W hW φ).mp hM
  refine ⟨U, hU, recombine U φ, rfl, ho, hd, ?_⟩
  rw [← separablePotential_of_diagonal W _ ho hd, separablePotential_recombine W φ U]
  rw [det_unitUpper U hU.1 hU.2]
  exact isUnit_one

/-- For two basis states coupled only to each other the overlap matrix is invertible, yet no unit
upper triangular recombination removes the coupling. -/
theorem invertible_not_sufficient :
    (overlap !![0, 1; 1, 0] ![![1, 0], ![0, 1]]).det ≠ 0 ∧
      ∀ U : Matrix (Fin 2) (Fin 2) ℝ, IsUnitUpper U →
        overlap !![0, 1; 1, 0] (recombine U ![![1, 0], ![0, 1]]) 0 1 ≠ 0 := by
  constructor
  · simp [Matrix.det_fin_two, overlap, Matrix.mulVec, dotProduct, Fin.sum_univ_two]
  · intro U hU
    have h10 := hU.2 1 0 (by decide)
    simp [overlap, recombine, Matrix.mulVec, dotProduct, Fin.sum_univ_two, hU.1, h10]

end

end DiagonalSeparablePseudopotential
```

```lean
#print axioms DiagonalSeparablePseudopotential.exists_diagonal_separable_form
#print axioms DiagonalSeparablePseudopotential.invertible_not_sufficient
```

```
'DiagonalSeparablePseudopotential.exists_diagonal_separable_form' depends on axioms: [propext, Classical.choice, Quot.sound]
'DiagonalSeparablePseudopotential.invertible_not_sufficient' depends on axioms: [propext, Classical.choice, Quot.sound]
```

## How the proof follows the derivation

The first step is `exists_triangular_congruence`, stated for any symmetric matrix `M` with nonzero leading minors. Its intermediate claim `hcol` builds column `k` of \(U\). The vector `c` solves the leading linear system by means of the inverse block, `g` extends `-c` by zero to all indices, and a one is added at position `k`. The claim `key` is the vanishing of \((U^TMU)_{ij}\) for \(i<j\): each term has either a zero entry of \(U\) or a vanishing sum from `hcol`. Then `hsym` supplies the other half.

The denominators come from `leadingMinor_eq_prod`. It starts from `overlap_recombine`, which is the identity \(N=U^TMU\). In `hblock`, the lemma `sum_leading` is used twice to cut the sums over \(j\) and \(i\) down to the first \(r\) indices. Taking determinants, with `det_unitUpper` for the triangular factors, leaves the product of the \(d_k\).

The invariance is `separablePotential_recombine`, which holds for any \(U\) with invertible determinant, triangular or not. It first rewrites the double sum as the matrix product \(BM^{-1}B^T\), then expands the inverse of \(U^TMU\) and cancels the factors as above. The collapse is `separablePotential_of_diagonal`: `hinv` identifies the inverse of the diagonal overlap matrix, and `Finset.sum_eq_single` keeps the one surviving term of each inner sum.

The equivalence `minors_ne_zero_iff` joins the first two steps. In the forward direction it derives the symmetry of \(M\) from that of \(W\), obtains \(U\), and reads off \(d_k\ne0\) from the full determinant. In the reverse direction it applies the product formula at each \(r\). The main theorem takes \(U\) from this equivalence and rewrites the potential with the invariance and collapse results.

Finally, `invertible_not_sufficient` evaluates the two-state example. The conditions `hU.1` and `h10` fix the diagonal and lower entries of \(U\), and simplification then reduces the remaining coupling to one.
